# Totally symmetric cubic force constants: rigid-shift invariance is equivalent to zero sums over the last index

If a totally symmetric set of third-order force constants T_ijk has a nonzero sum over k for some i and j, moving every atom on a line by the same amount changes the cubic energy of some configuration, although no interatomic distance has changed. The Lean file below proves that this defect is absent exactly when all those sums vanish.

```lean
import Mathlib

open Finset

namespace CubicAcousticSumRule

variable {ι : Type*} [Fintype ι]

/-- Total symmetry of third-order force constants: the array is unchanged by exchanging
the first two indices and by exchanging the last two. -/
def TotallySymmetric {ι : Type*} (T : ι → ι → ι → ℝ) : Prop :=
  (∀ i j k, T i j k = T j i k) ∧ (∀ i j k, T i j k = T i k j)

/-- The trilinear form of the array `T`, evaluated on three displacement patterns. -/
def tri (T : ι → ι → ι → ℝ) (u v w : ι → ℝ) : ℝ :=
  ∑ i, ∑ j, ∑ k, T i j k * u i * v j * w k

/-- The cubic energy `∑ T_ijk u_i u_j u_k` of the displacements `u`. -/
def cubicEnergy (T : ι → ι → ι → ℝ) (u : ι → ℝ) : ℝ := tri T u u u

/-- The contraction `∑_k T_ijk d_k` of the array with a displacement pattern `d`. -/
def contract (T : ι → ι → ι → ℝ) (d : ι → ℝ) (i j : ι) : ℝ := ∑ k, T i j k * d k

/-- The trilinear form is the bilinear form, in its first two patterns, of the array
contracted with the third. -/
theorem tri_eq_contract (T : ι → ι → ι → ℝ) (u v d : ι → ℝ) :
    tri T u v d = ∑ i, ∑ j, u i * v j * contract T d i j := by
  simp only [tri, contract, Finset.mul_sum]
  refine sum_congr rfl fun i _ => sum_congr rfl fun j _ => sum_congr rfl fun k _ => ?_
  ring

/-- For a totally symmetric array, the cubic energy of a sum of two displacement patterns
expands like the cube of a binomial. -/
theorem cubicEnergy_add {T : ι → ι → ι → ℝ} (hT : TotallySymmetric T) (u d : ι → ℝ) :
    cubicEnergy T (u + d) =
      cubicEnergy T u + 3 * tri T u u d + 3 * tri T u d d + cubicEnergy T d := by
  -- the arguments of the trilinear form may be exchanged
  have s12 : ∀ a b c : ι → ℝ, tri T a b c = tri T b a c := by
    intro a b c
    unfold tri
    rw [Finset.sum_comm]
    refine sum_congr rfl fun j _ => sum_congr rfl fun i _ => sum_congr rfl fun k _ => ?_
    rw [hT.1 i j k]
    ring
  have s23 : ∀ a b c : ι → ℝ, tri T a b c = tri T a c b := by
    intro a b c
    unfold tri
    refine sum_congr rfl fun i _ => ?_
    rw [Finset.sum_comm]
    refine sum_congr rfl fun k _ => sum_congr rfl fun j _ => ?_
    rw [hT.2 i j k]
    ring
  -- the eight terms of the product
  have h : tri T (u + d) (u + d) (u + d) =
      tri T u u u + tri T u u d + tri T u d u + tri T d u u
        + tri T u d d + tri T d u d + tri T d d u + tri T d d d := by
    simp only [tri, Pi.add_apply, mul_add, add_mul, Finset.sum_add_distrib]
    ring
  unfold cubicEnergy
  linear_combination h + s12 d u u + 2 * s23 u d u + s23 d d u + 2 * s12 d u d

/-- For a totally symmetric array, adding the fixed pattern `d` to the displacements leaves
the cubic energy of every configuration unchanged if and only if `∑_k T_ijk d_k = 0`
for all `i, j`. -/
theorem shift_invariant_iff {T : ι → ι → ι → ℝ} (hT : TotallySymmetric T) (d : ι → ℝ) :
    (∀ u, cubicEnergy T (u + d) = cubicEnergy T u) ↔ ∀ i j, contract T d i j = 0 := by
  classical
  constructor
  · intro h i j
    have h0 : cubicEnergy T d = 0 := by
      have h1 := h 0
      rw [zero_add] at h1
      rw [h1]
      simp [cubicEnergy, tri]
    -- comparing `u` with `-u` isolates the part quadratic in `u`
    have hq : ∀ u, tri T u u d = 0 := by
      intro u
      have e1 := cubicEnergy_add hT u d
      have e2 := cubicEnergy_add hT (-u) d
      have n1 : tri T (-u) (-u) d = tri T u u d := by simp [tri]
      have n2 : tri T (-u) d d = -tri T u d d := by simp [tri]
      rw [n1, n2] at e2
      linarith [h u, h (-u)]
    -- polarisation
    have hp : ∀ u v, tri T u v d + tri T v u d = 0 := by
      intro u v
      have e : tri T (u + v) (u + v) d =
          tri T u u d + tri T u v d + tri T v u d + tri T v v d := by
        simp only [tri, Pi.add_apply, mul_add, add_mul, Finset.sum_add_distrib]
        ring
      linarith [hq (u + v), hq u, hq v]
    -- unit displacements pick out one entry
    have hs : ∀ a b, tri T (Pi.single a 1) (Pi.single b 1) d = contract T d a b := by
      intro a b
      rw [tri_eq_contract,
        Finset.sum_eq_single a (fun x _ hx => by simp [Pi.single_apply, hx]) (by simp),
        Finset.sum_eq_single b (fun x _ hx => by simp [hx]) (by simp)]
      simp
    have hc : contract T d j i = contract T d i j :=
      sum_congr rfl fun k _ => by rw [hT.1 j i k]
    have e := hp (Pi.single i 1) (Pi.single j 1)
    rw [hs, hs, hc] at e
    linarith
  · intro h u
    -- every term that contains `d` vanishes
    have hz : ∀ a b, tri T a b d = 0 := by
      intro a b
      rw [tri_eq_contract]
      simp [h]
    have hd : cubicEnergy T d = 0 := hz d d
    rw [cubicEnergy_add hT, hz, hz, hd]
    ring

/-- For a totally symmetric array and a single nonzero constant `c`, adding `c` to every
displacement preserves the cubic energy of all configurations if and only if
`∑_k T_ijk = 0` for all `i, j`. -/
theorem single_translation_iff {T : ι → ι → ι → ℝ} (hT : TotallySymmetric T)
    {c : ℝ} (hc : c ≠ 0) :
    (∀ u : ι → ℝ, cubicEnergy T (fun i => u i + c) = cubicEnergy T u) ↔
      ∀ i j, ∑ k, T i j k = 0 := by
  have e : ∀ i j, contract T (fun _ => c) i j = (∑ k, T i j k) * c :=
    fun i j => (Finset.sum_mul _ _ _).symm
  refine (shift_invariant_iff hT (fun _ => c)).trans ?_
  simp only [e, mul_eq_zero, hc, or_false]

/-- Cubic acoustic sum rule: for a totally symmetric array, the cubic energy is unchanged by
adding any common constant to all displacements if and only if `∑_k T_ijk = 0`
for all `i, j`. -/
theorem acoustic_sum_rule {T : ι → ι → ι → ℝ} (hT : TotallySymmetric T) :
    (∀ (c : ℝ) (u : ι → ℝ), cubicEnergy T (fun i => u i + c) = cubicEnergy T u) ↔
      ∀ i j, ∑ k, T i j k = 0 := by
  constructor
  · intro h
    exact (single_translation_iff hT one_ne_zero).1 (h 1)
  · intro h c u
    by_cases hc : c = 0
    · simp [hc]
    · exact (single_translation_iff hT hc).2 h u

/-- With indices (atom, direction) and a totally symmetric array, the cubic energy is
unchanged by every common translation vector `c` if and only if the sum over the atom in
the last index vanishes for each direction `b` and each choice of the first two indices. -/
theorem crystal_sum_rule {α δ : Type*} [Fintype α] [Fintype δ]
    {T : α × δ → α × δ → α × δ → ℝ} (hT : TotallySymmetric T) :
    (∀ (c : δ → ℝ) (u : α × δ → ℝ),
      cubicEnergy T (fun p => u p + c p.2) = cubicEnergy T u) ↔
      ∀ p q b, ∑ l, T p q (l, b) = 0 := by
  classical
  constructor
  · intro h p q b
    -- translate along direction `b` only
    have e := (shift_invariant_iff hT (fun r => (Pi.single b 1 : δ → ℝ) r.2)).1
      (h (Pi.single b 1)) p q
    simpa [contract, Fintype.sum_prod_type, Pi.single_apply] using e
  · intro h c u
    refine (shift_invariant_iff hT (fun r => c r.2)).2 (fun p q => ?_) u
    unfold contract
    rw [Fintype.sum_prod_type, Finset.sum_comm]
    refine Finset.sum_eq_zero fun b _ => ?_
    show ∑ l, T p q (l, b) * c b = 0
    rw [← Finset.sum_mul, h, zero_mul]

/-- The signs `+1` and `-1` with which two atoms enter their relative displacement. -/
def bondSign : Fin 2 → ℝ := ![1, -1]

/-- The third-order force constants of a single bond between two atoms on a line. -/
def bondArray (i j k : Fin 2) : ℝ := bondSign i * bondSign j * bondSign k

/-- The bond array is totally symmetric, its cubic energy is `(u_0 - u_1)^3`, and it obeys
the sum rule. -/
theorem bond_witness : TotallySymmetric bondArray ∧
    (∀ u, cubicEnergy bondArray u = (u 0 - u 1) ^ 3) ∧
    ∀ i j, ∑ k, bondArray i j k = 0 := by
  have s0 : bondSign 0 = 1 := by simp [bondSign]
  have s1 : bondSign 1 = -1 := by simp [bondSign]
  refine ⟨⟨fun i j k => ?_, fun i j k => ?_⟩, fun u => ?_, fun i j => ?_⟩
  · unfold bondArray
    ring
  · unfold bondArray
    ring
  · simp only [cubicEnergy, tri, bondArray, Fin.sum_univ_two, s0, s1]
    ring
  · simp only [bondArray, Fin.sum_univ_two, s0, s1]
    ring

/-- The array `T_ijk = j - i` on two sites, antisymmetric in its first two indices. -/
def skewArray (i j _k : Fin 2) : ℝ := ((j : ℕ) : ℝ) - ((i : ℕ) : ℝ)

/-- Without total symmetry the sum rule can fail: the cubic energy of the skew array is
unchanged by all common shifts, yet `∑_k T_01k = 2`. -/
theorem symmetry_needed :
    (∀ (c : ℝ) (u : Fin 2 → ℝ),
      cubicEnergy skewArray (fun i => u i + c) = cubicEnergy skewArray u) ∧
    ∑ k, skewArray 0 1 k = 2 := by
  have hz : ∀ u, cubicEnergy skewArray u = 0 := by
    intro u
    simp only [cubicEnergy, tri, skewArray, Fin.sum_univ_two, Fin.val_zero, Fin.val_one,
      Nat.cast_zero, Nat.cast_one]
    ring
  refine ⟨fun c u => by rw [hz, hz], ?_⟩
  norm_num [skewArray, Fin.sum_univ_two]

end CubicAcousticSumRule
```

```lean
#print axioms CubicAcousticSumRule.shift_invariant_iff
-- 'CubicAcousticSumRule.shift_invariant_iff' depends on axioms: [propext, Classical.choice, Quot.sound]
#print axioms CubicAcousticSumRule.acoustic_sum_rule
-- 'CubicAcousticSumRule.acoustic_sum_rule' depends on axioms: [propext, Classical.choice, Quot.sound]
#print axioms CubicAcousticSumRule.crystal_sum_rule
-- 'CubicAcousticSumRule.crystal_sum_rule' depends on axioms: [propext, Classical.choice, Quot.sound]
#print axioms CubicAcousticSumRule.symmetry_needed
-- 'CubicAcousticSumRule.symmetry_needed' depends on axioms: [propext, Classical.choice, Quot.sound]
```

## Force constants, displacements and the sum rule

The finite type `ι` labels the atoms, and `u i` is the real displacement of atom i along the line. The array `T` holds the third-order force constants, and `cubicEnergy T u` is

E(u) = ∑_ijk T_ijk u_i u_j u_k.

The Taylor expansion of a potential carries an extra factor 1/6, which is left out here and has no effect on invariance. The hypothesis `TotallySymmetric T` says that exchanging the first two indices, or the last two, leaves the array unchanged. It stands for the fact that the third derivatives of a smooth potential do not depend on the order of differentiation.

The theorem `acoustic_sum_rule` states that, for such an array, E(u + c) = E(u) for every configuration u and every common constant c if and only if

∑_k T_ijk = 0 for all i, j.

By `single_translation_iff`, invariance under one nonzero shift c, for all u, is already enough to give the sum rule.

In a crystal each index is a pair (atom, direction), with atoms in `α` and directions in `δ`. The theorem `crystal_sum_rule` allows any common translation vector c. The sum then runs over the atom l in the last index, separately for each direction b:

∑_l T_pq(l,b) = 0 for all pairs p, q and all b.

The theorems concern the cubic term alone, for finitely many coordinates. The step from a real crystal to this model is that translation invariance of the full potential V passes to its cubic term. For smooth V it follows by differentiating V(u + c) = V(u) once in c and then twice in u at the reference positions, a calculation that is not part of the code.

Third-order force constants enter calculations of phonon–phonon scattering. For a finite cluster or supercell, the zero sums are a linear condition by which a computed, symmetrised cubic array can be checked.

## From an invariant energy to vanishing sums

Write T(u,v,w) = ∑_ijk T_ijk u_i v_j w_k, which is `tri` in Lean, so that E(u) = T(u,u,u). Let d be any fixed displacement pattern. Expanding T(u+d, u+d, u+d) gives eight terms, and symmetry collects them into

E(u+d) = E(u) + 3T(u,u,d) + 3T(u,d,d) + E(d).

Suppose E(u+d) = E(u) for all u. Setting u = 0 gives E(d) = E(0) = 0, so

T(u,u,d) + T(u,d,d) = 0.

Replacing u by −u leaves the first term alone and reverses the second:

T(u,u,d) − T(u,d,d) = 0.

Adding the two equations gives T(u,u,d) = 0 for every u. Applying this to u + v, and removing the terms T(u,u,d) and T(v,v,d), leaves

T(u,v,d) + T(v,u,d) = 0.

Now let u displace only atom i, and v only atom j, each by one unit. This yields

∑_k T_ijk d_k + ∑_k T_jik d_k = 0.

The two sums are equal by symmetry, so each is zero.

Conversely, suppose ∑_k T_ijk d_k = 0 for all i, j. For any patterns a and b,

T(a,b,d) = ∑_ij a_i b_j (∑_k T_ijk d_k) = 0.

The terms T(u,u,d), T(u,d,d) and E(d) = T(d,d,d) all have this form, so E(u+d) = E(u).

For a uniform pattern d_k = c, the condition reads c ∑_k T_ijk = 0, and a nonzero c can be divided out. For a crystal, d_(l,b) = c_b. A unit translation along b isolates the sum for that direction. Conversely, if all these sums vanish, the contraction for any translation vector c is ∑_b c_b ∑_l T_pq(l,b), which vanishes term by term.

## The same steps in Lean

`cubicEnergy_add` is the binomial expansion. Its steps `s12` and `s23` exchange arguments of the trilinear form by swapping sums and using symmetry, `h` lists the eight terms, and `linear_combination` collects them.

`shift_invariant_iff` contains the main argument. `h0` is E(d) = 0, `hq` compares u with −u, and `hp` is the polarisation. In `hs`, the unit displacements `Pi.single a 1` and `Pi.single b 1` extract one entry of `contract T d`, the array ∑_k T_ijk d_k. `hc` supplies its symmetry in i and j, and `linarith` concludes. For the converse, `tri_eq_contract` factors out the contraction, and `hz` makes every term containing d vanish.

The two translation theorems on a line and the crystal theorem apply this equivalence to particular patterns d.

## One atom, one bond and an array without symmetry

For a single atom, E(u) = T_000 u_0³, and the rule requires T_000 = 0: a lone atom has no translation-invariant cubic energy except zero.

For two atoms joined by a bond, `bond_witness` confirms that `bondArray` is symmetric, obeys the sum rule and has energy

E(u) = (u_0 − u_1)³ = u_0³ − 3u_0²u_1 + 3u_0u_1² − u_1³.

At u = (3, 1) this is 27 − 27 + 9 − 1 = 8. After a shift by 1, at (4, 2), it is 64 − 96 + 48 − 8 = 8. If T_111 is changed from −1 to 0, the array stays symmetric but ∑_k T_11k = 1, and the two energies become 9 and 16.

With no symmetry condition at all, invariance does not imply the sum rule. In `symmetry_needed` the array is T_ijk = j − i on two sites. Its energy is identically zero, because the contributions of (i, j) and (j, i) cancel, so every shift preserves it; yet ∑_k T_01k = 2.
